# For $C \neq 0$, the warped dispersion $\sqrt{B^2|k|^4 + C^2(k_x^2k_y^2 + k_y^2k_z^2 + k_z^2k_x^2)}$ has no inverse-mass tensor at $k=0$

At the top of the valence band in silicon or germanium, two bands meet at $k=0$. At energies small compared with the spin-orbit splitting, second-order k·p theory gives them the form

$$E_\pm(k) = A|k|^2 \pm f(k), \qquad f(k)=\sqrt{B^2|k|^4 + C^2\,(k_x^2k_y^2 + k_y^2k_z^2 + k_z^2k_x^2)}.$$

The constants $A$, $B$, $C$ collect the free-electron term and the coupling of the degenerate states to more distant bands. At an ordinary band edge, one would now expand the energy to second order and read off an inverse-mass tensor. Here the square root stands in the way: $f$ grows like $|k|^2$, but its angular dependence may not be that of a quadratic form. The question is whether some tensor still describes the band to leading order.

The dispersion is taken as given, not derived from a k·p Hamiltonian. Since $C$ is real, the coefficient $C^2$ of the warping term is never negative.

## Wave vectors, bands and mass tensors

In Lean 4 with Mathlib:

```lean
import Mathlib

open Filter Topology

namespace WarpedBandEdge

noncomputable section
```

This loads the mathematical library Mathlib and makes its notation for limits available.

```lean
/-- The squared length of the wave vector. -/
def kSq (k : Fin 3 → ℝ) : ℝ := k 0 ^ 2 + k 1 ^ 2 + k 2 ^ 2
```

A wave vector is a function `Fin 3 → ℝ`, that is, three real numbers `k 0`, `k 1`, `k 2`, which stand for $k_x, k_y, k_z$. The squared length is written out because Mathlib's built-in norm on this type is the largest component in absolute value, not the Euclidean length.

```lean
/-- The quartic cubic-symmetry invariant `kx²ky² + ky²kz² + kz²kx²`. -/
def cubicInvariant (k : Fin 3 → ℝ) : ℝ :=
  k 0 ^ 2 * k 1 ^ 2 + k 1 ^ 2 * k 2 ^ 2 + k 2 ^ 2 * k 0 ^ 2
```

This is the quartic term that distinguishes a cubic crystal from an isotropic medium. It vanishes on the cube axes and is positive on the face diagonals.

```lean
/-- The warped dispersion `√(B²|k|⁴ + C²(kx²ky² + ky²kz² + kz²kx²))`. -/
def warp (B C : ℝ) (k : Fin 3 → ℝ) : ℝ :=
  √(B ^ 2 * kSq k ^ 2 + C ^ 2 * cubicInvariant k)
```

`warp B C k` is $f(k)$.

```lean
/-- The band `A|k|² + s f(k)`, where `f` is the warped dispersion; `s = 1` and `s = -1` are
the two branches that meet at `k = 0`. -/
def band (A B C s : ℝ) (k : Fin 3 → ℝ) : ℝ := A * kSq k + s * warp B C k
```

`band A B C s k` is $A|k|^2 + s f(k)$. The values $s=\pm1$ give the two physical branches, and the theorem below allows any nonzero $s$.

```lean
/-- The parabolic dispersion `∑ W_ij k_i k_j` of an inverse-mass tensor `W`
(in units where `ħ²/2 = 1`). -/
def massForm (W : Matrix (Fin 3) (Fin 3) ℝ) (k : Fin 3 → ℝ) : ℝ :=
  ∑ i, ∑ j, W i j * k i * k j
```

For a real $3\times3$ matrix $W$, this is $\sum_{ij} W_{ij}k_ik_j$. With $\hbar^2/2=1$, $W$ is the inverse-mass tensor. It need not be symmetric, but only its symmetric part affects the energy.

```lean
/-- `W` is an inverse-mass tensor of the band `E` at `k = 0`: the parabolic dispersion of `W`
agrees with `E` up to an error that vanishes faster than `|k|²`. -/
def HasMassTensor (E : (Fin 3 → ℝ) → ℝ) (W : Matrix (Fin 3) (Fin 3) ℝ) : Prop :=
  Tendsto (fun k => (E k - massForm W k) / kSq k) (𝓝[≠] 0) (𝓝 0)
```

The definition says

$$\frac{E(k)-\sum_{ij}W_{ij}k_ik_j}{|k|^2}\longrightarrow 0 \quad\text{as } k\to0,\ k\neq0.$$

`Tendsto` expresses the limit, and `𝓝[≠] 0` means "near zero, but not at zero". The energy is measured from the band edge, and $k$ may approach zero in any manner, not only along chosen directions.

## Scaling along a ray

```lean
theorem kSq_smul (t : ℝ) (k : Fin 3 → ℝ) : kSq (t • k) = t ^ 2 * kSq k := by
  simp only [kSq, Pi.smul_apply, smul_eq_mul]
  ring
```

Stretching $k$ by $t$ multiplies $|k|^2$ by $t^2$. The symbol `•` is multiplication of a vector by a number.

```lean
/-- The squared length of a nonzero wave vector is positive. -/
theorem kSq_pos {k : Fin 3 → ℝ} (hk : k ≠ 0) : 0 < kSq k := by
  by_contra h
  unfold kSq at h
  have a0 := sq_nonneg (k 0)
  have a1 := sq_nonneg (k 1)
  have a2 := sq_nonneg (k 2)
  have h0 : k 0 = 0 := (pow_eq_zero_iff two_ne_zero).1 (by linarith)
  have h1 : k 1 = 0 := (pow_eq_zero_iff two_ne_zero).1 (by linarith)
  have h2 : k 2 = 0 := (pow_eq_zero_iff two_ne_zero).1 (by linarith)
  apply hk
  ext i
  fin_cases i <;> simp [h0, h1, h2]
```

If $k\neq0$, then $|k|^2>0$. The proof supposes the contrary: a sum of three squares that is not positive forces every component to vanish, so $k=0$.

```lean
/-- Multiplying the wave vector by `t` multiplies the warped dispersion by `t²`. -/
theorem warp_smul (B C t : ℝ) (k : Fin 3 → ℝ) :
    warp B C (t • k) = t ^ 2 * warp B C k := by
  have h : B ^ 2 * kSq (t • k) ^ 2 + C ^ 2 * cubicInvariant (t • k)
      = (t ^ 2) ^ 2 * (B ^ 2 * kSq k ^ 2 + C ^ 2 * cubicInvariant k) := by
    simp only [kSq, cubicInvariant, Pi.smul_apply, smul_eq_mul]
    ring
  unfold warp
  rw [h, Real.sqrt_mul (by positivity), Real.sqrt_sq (by positivity)]
```

Both terms under the root are of fourth degree in $k$, so a factor $t^4=(t^2)^2$ comes out, and

$$f(tk)=\sqrt{(t^2)^2\,[\dots]}=t^2f(k).$$

The proof establishes the factorisation as `h`, then splits the root of the product and evaluates $\sqrt{(t^2)^2}=t^2$.

## A limit that forces exact equality

```lean
/-- If a band scales as `E(tk) = t² E(k)`, then `W` is its inverse-mass tensor at `k = 0`
exactly when the band equals the parabolic dispersion of `W` at every wave vector. -/
theorem hasMassTensor_iff_eq {E : (Fin 3 → ℝ) → ℝ}
    (hE : ∀ (t : ℝ) (k : Fin 3 → ℝ), E (t • k) = t ^ 2 * E k)
    (W : Matrix (Fin 3) (Fin 3) ℝ) :
    HasMassTensor E W ↔ ∀ k, E k = massForm W k := by
  have hW : ∀ (t : ℝ) (k : Fin 3 → ℝ), massForm W (t • k) = t ^ 2 * massForm W k := by
    intro t k
    simp only [massForm, Fin.sum_univ_three, Pi.smul_apply, smul_eq_mul]
    ring
  unfold HasMassTensor
  constructor
  · intro h k
    by_cases hk : k = 0
    · have e0 := hE 0 0
      have w0 := hW 0 0
      rw [smul_zero] at e0 w0
      rw [hk]
      linarith
    -- approach the band edge along the ray through k
    have hp : Tendsto (fun t : ℝ => t • k) (𝓝[≠] 0) (𝓝[≠] 0) := by
      apply tendsto_nhdsWithin_of_tendsto_nhds_of_eventually_within
      · have hc : Continuous (fun t : ℝ => t • k) := by fun_prop
        have h0 := hc.tendsto 0
        simp only [zero_smul] at h0
        exact h0.mono_left nhdsWithin_le_nhds
      · filter_upwards [self_mem_nhdsWithin] with t ht
        exact smul_ne_zero ht hk
    -- on that ray the relative error does not depend on t
    have hconst : Tendsto (fun _ : ℝ => (E k - massForm W k) / kSq k) (𝓝[≠] 0) (𝓝 0) := by
      refine (h.comp hp).congr' ?_
      filter_upwards [self_mem_nhdsWithin] with t ht
      have ht' : t ≠ 0 := ht
      simp only [Function.comp_apply, hE, hW, kSq_smul]
      rw [← mul_sub, mul_div_mul_left _ _ (pow_ne_zero 2 ht')]
    have h0 := tendsto_nhds_unique hconst tendsto_const_nhds
    rcases div_eq_zero_iff.1 h0.symm with h1 | h1
    · linarith
    · exact absurd h1 (kSq_pos hk).ne'
  · intro h
    simp only [h, sub_self, zero_div]
    exact tendsto_const_nhds
```

For a band with $E(tk)=t^2E(k)$, agreement to leading order is the same as agreement everywhere. Write $W(k)$ for $\sum_{ij} W_{ij}k_ik_j$, fix $k\neq0$, and approach the edge through $tk$ with $t\to0$:

$$\frac{E(tk)-W(tk)}{|tk|^2}=\frac{t^2\,(E(k)-W(k))}{t^2|k|^2}=\frac{E(k)-W(k)}{|k|^2}.$$

The right-hand side does not depend on $t$, yet it must tend to zero. It is therefore zero, and $E(k)=W(k)$. At $k=0$, scaling with $t=0$ shows that both sides vanish. Conversely, if $E=W$ everywhere, the quotient is identically zero.

In the proof, `hW` is the scaling of $W(k)$, `hp` says that $tk$ approaches zero without reaching it, and `hconst` is the cancellation of $t^2$. `tendsto_nhds_unique` then says that a constant can have only one limit.

## Four directions that test a quadratic form

```lean
/-- For every inverse-mass tensor, the energies at the wave vectors `(1,1,0)` and `(1,-1,0)` add up
to twice the sum of the energies at `(1,0,0)` and `(0,1,0)`. -/
theorem massForm_parallelogram (W : Matrix (Fin 3) (Fin 3) ℝ) :
    massForm W ![1, 1, 0] + massForm W ![1, -1, 0]
      = 2 * massForm W ![1, 0, 0] + 2 * massForm W ![0, 1, 0] := by
  simp [massForm, Fin.sum_univ_three]
  ring
```

`![1, 1, 0]` is the vector $(1,1,0)$. By direct evaluation,

$$W(1,\pm1,0)=W_{00}+W_{11}\pm(W_{01}+W_{10}).$$

In the sum of the two, the off-diagonal elements cancel and $2W_{00}+2W_{11}$ remains, which is $2W(1,0,0)+2W(0,1,0)$. This is the parallelogram identity for these vectors.

```lean
/-- The warped dispersion is `|B|` at the wave vectors `(1,0,0)` and `(0,1,0)`, and `√(4B² + C²)` at
`(1,1,0)` and `(1,-1,0)`. -/
theorem warp_values (B C : ℝ) :
    warp B C ![1, 0, 0] = |B| ∧ warp B C ![0, 1, 0] = |B| ∧
    warp B C ![1, 1, 0] = √(4 * B ^ 2 + C ^ 2) ∧
    warp B C ![1, -1, 0] = √(4 * B ^ 2 + C ^ 2) := by
  refine ⟨?_, ?_, ?_, ?_⟩
  · simp [warp, kSq, cubicInvariant, Real.sqrt_sq_eq_abs]
  · simp [warp, kSq, cubicInvariant, Real.sqrt_sq_eq_abs]
  · unfold warp
    congr 1
    simp [kSq, cubicInvariant]
    ring
  · unfold warp
    congr 1
    simp [kSq, cubicInvariant]
    ring
```

On an axis, $|k|^2=1$ and the cubic term is zero, so $f=\sqrt{B^2}=|B|$. On the diagonals, $|k|^2=2$ and the cubic term is $1$, so $f=\sqrt{4B^2+C^2}$. The diagonal vectors have length $\sqrt2$; for a unit vector in the same direction the value is half as large, $\sqrt{B^2+C^2/4}$.

## The tensor exists exactly when the warping vanishes

```lean
/-- A band `A|k|² + s f(k)` with `s ≠ 0` has an inverse-mass tensor at `k = 0` if and only if the
warping parameter `C` vanishes. -/
theorem band_hasMassTensor_iff (A B C : ℝ) {s : ℝ} (hs : s ≠ 0) :
    (∃ W, HasMassTensor (band A B C s) W) ↔ C = 0 := by
  have hE : ∀ (t : ℝ) (k : Fin 3 → ℝ), band A B C s (t • k) = t ^ 2 * band A B C s k := by
    intro t k
    simp only [band, kSq_smul, warp_smul]
    ring
  constructor
  · rintro ⟨W, hW⟩
    have h := (hasMassTensor_iff_eq hE W).1 hW
    have p := massForm_parallelogram W
    obtain ⟨v1, v2, v3, v4⟩ := warp_values B C
    have n1 : kSq ![1, 0, 0] = 1 := by simp [kSq]
    have n2 : kSq ![0, 1, 0] = 1 := by simp [kSq]
    have n3 : kSq ![1, 1, 0] = 2 := by
      simp [kSq]
      norm_num
    have n4 : kSq ![1, -1, 0] = 2 := by
      simp [kSq]
      norm_num
    simp only [← h, band, v1, v2, v3, v4, n1, n2, n3, n4] at p
    -- the parallelogram identity forces √(4B² + C²) = 2|B|
    have q : s * (√(4 * B ^ 2 + C ^ 2) - 2 * |B|) = 0 := by linarith
    have r : √(4 * B ^ 2 + C ^ 2) = 2 * |B| := by
      rcases mul_eq_zero.1 q with h1 | h1
      · exact absurd h1 hs
      · linarith
    have r2 := Real.sq_sqrt (show 0 ≤ 4 * B ^ 2 + C ^ 2 by positivity)
    rw [r, mul_pow, sq_abs] at r2
    exact (pow_eq_zero_iff two_ne_zero).1 (by linarith)
  · intro hC
    -- without warping the band is isotropic and parabolic
    refine ⟨Matrix.diagonal fun _ => A + s * |B|, (hasMassTensor_iff_eq hE _).2 fun k => ?_⟩
    have hk : 0 ≤ kSq k := by unfold kSq; positivity
    have hw : warp B C k = |B| * kSq k := by
      have e : B ^ 2 * kSq k ^ 2 + C ^ 2 * cubicInvariant k = (|B| * kSq k) ^ 2 := by
        rw [hC, mul_pow, sq_abs]
        ring
      unfold warp
      rw [e, Real.sqrt_sq (by positivity)]
    rw [band, hw]
    simp [massForm, Fin.sum_univ_three, Matrix.diagonal_apply, kSq]
    ring
```

Suppose that $W$ is an inverse-mass tensor of the band. By the scaling argument the band equals $W(k)$ at every $k$, so it obeys the parallelogram identity:

$$2\left(2A+s\sqrt{4B^2+C^2}\right)=4\,(A+s|B|).$$

The terms in $A$ cancel. Since $s\neq0$, what remains is $\sqrt{4B^2+C^2}=2|B|$, and squaring gives $C^2=0$. In the proof, `p` is the identity with the band values inserted, `q` is the equation after $A$ has cancelled, and `r` is the equation after division by $s$.

Conversely, if $C=0$, then $f(k)=|B||k|^2$ and the band is $(A+s|B|)|k|^2$. The proof supplies the tensor explicitly, as $A+s|B|$ times the identity matrix.

This limiting case shows that degeneracy alone is not the obstacle. With $C=0$ and $B\neq0$ the two branches still touch at $k=0$, and each has an isotropic inverse-mass tensor. (If $A=\pm B$, that tensor is zero for one branch, which is then flat and has no finite mass.)

```lean
/-- For `C ≠ 0` the warped dispersion has no inverse-mass tensor at `k = 0`. -/
theorem warp_no_massTensor (B : ℝ) {C : ℝ} (hC : C ≠ 0) :
    ¬ ∃ W, HasMassTensor (warp B C) W := by
  have e : band 0 B C 1 = warp B C := by
    funext k
    simp [band]
  rw [← e, band_hasMassTensor_iff 0 B C one_ne_zero]
  exact hC
```

Setting $A=0$ and $s=1$ turns the band into $f$ itself, which gives the statement in the title. It holds for every real $B$, including $B=0$.

For a band of this form with $C\neq0$, the curvature along each fixed direction is well defined, but the curvatures in different directions do not fit together into one tensor.

A numerical calculation can hide this. Take central second differences of $f$ at $k=0$ with step $h$. Along each axis they give

$$\frac{f(h,0,0)+f(-h,0,0)-2f(0)}{h^2}=2|B|,$$

and the mixed differences formed from the four points $(\pm h,\pm h,0)$, and likewise for the other pairs of axes, vanish, because $f$ is unchanged when any component changes sign. The resulting matrix is finite, isotropic and the same for every $h$, so refining the step reveals nothing. Yet half of this matrix, taken as $W$, predicts the energy $2|B|$ at $(1,1,0)$, where $f$ is $\sqrt{4B^2+C^2}$. Comparing the fitted form with the band along a face diagonal exposes the failure.

## How far off any parabolic fit must be

```lean
/-- If a parabolic dispersion reproduces the warped one within `ε|k|²` at every wave vector,
then `ε` is at least `(√(4B² + C²) - 2|B|)/4`. -/
theorem parabolic_fit_error (B C ε : ℝ) (W : Matrix (Fin 3) (Fin 3) ℝ)
    (h : ∀ k, |warp B C k - massForm W k| ≤ ε * kSq k) :
    (√(4 * B ^ 2 + C ^ 2) - 2 * |B|) / 4 ≤ ε := by
  obtain ⟨v1, v2, v3, v4⟩ := warp_values B C
  have p := massForm_parallelogram W
  have h1 := (abs_le.1 (h ![1, 0, 0])).1
  have h2 := (abs_le.1 (h ![0, 1, 0])).1
  have h3 := (abs_le.1 (h ![1, 1, 0])).2
  have h4 := (abs_le.1 (h ![1, -1, 0])).2
  have n1 : kSq ![1, 0, 0] = 1 := by simp [kSq]
  have n2 : kSq ![0, 1, 0] = 1 := by simp [kSq]
  have n3 : kSq ![1, 1, 0] = 2 := by
    simp [kSq]
    norm_num
  have n4 : kSq ![1, -1, 0] = 2 := by
    simp [kSq]
    norm_num
  rw [v1, n1] at h1
  rw [v2, n2] at h2
  rw [v3, n3] at h3
  rw [v4, n4] at h4
  linarith

end

end WarpedBandEdge
```

Suppose that a single tensor reproduces $f$ within $\varepsilon|k|^2$ at every $k$. On the axes this gives $W(1,0,0)\le|B|+\varepsilon$, and likewise for $(0,1,0)$. On the diagonals, where $|k|^2=2$, it gives $\sqrt{4B^2+C^2}\le W(1,\pm1,0)+2\varepsilon$. Adding the two diagonal inequalities and using the parallelogram identity,

$$2\sqrt{4B^2+C^2}\le 2W(1,0,0)+2W(0,1,0)+4\varepsilon\le 4|B|+8\varepsilon,$$

and therefore

$$\varepsilon\ge\frac{\sqrt{4B^2+C^2}-2|B|}{4}.$$

The hypotheses `h1` to `h4` are these four inequalities, and `linarith` combines them with the identity `p`. For $B=0$ the bound is $|C|/4$. The theorem gives a lower bound on the error and does not say whether any tensor attains it.

```lean
#print axioms WarpedBandEdge.warp_no_massTensor
#print axioms WarpedBandEdge.parabolic_fit_error
```

```
'WarpedBandEdge.warp_no_massTensor' depends on axioms: [propext, Classical.choice, Quot.sound]
'WarpedBandEdge.parabolic_fit_error' depends on axioms: [propext, Classical.choice, Quot.sound]
```
